# Each independent RPA zero mode counts twice in the characteristic polynomial when A − B is positive definite

Take a single electronic excitation with real RPA coefficients $a$ and $b$. Its frequencies solve $\omega^2=(a-b)(a+b)$. Let $a-b=s>0$ and let $a+b$ fall to zero. The two frequencies $\pm\omega$ then merge at zero, and the RPA matrix becomes

$$\begin{pmatrix} a & b\\ -b & -a\end{pmatrix}=\frac s2\begin{pmatrix}1&-1\\1&-1\end{pmatrix}.$$

Its characteristic polynomial is $\omega^2$, but only multiples of $(1,1)$ are annihilated. The second dimension belongs to $(1,-1)$, which is sent to $s\,(1,1)$ and only then to zero.

With $N$ excitations, $a$ and $b$ become real symmetric matrices $A$ and $B$. In time-dependent Hartree–Fock theory with real orbitals, positive definite $A-B$ means that every imaginary orbital rotation raises the energy to second order. A vector in the kernel of $A+B$ is a real rotation that costs nothing at that order, for example one generated by a broken rotational symmetry in space. The problem is to count the zero frequencies that such rotations produce.

In Lean, `n` is the finite set of excitations, so $N$ is its size. The matrix $M$ is `rpaMatrix A B`, indexed by `n ⊕ n`: excitation amplitudes $x$ first, de-excitation amplitudes $y$ second. The minus signs of the RPA metric are absorbed into its lower row.

```lean
import Mathlib

open Matrix Polynomial Module

namespace RPAZeroModes

variable {n : Type*} [Fintype n] [DecidableEq n]

/-- The RPA matrix `[[A, B], [-B, -A]]` acting on pairs of excitation and de-excitation
amplitudes. -/
def rpaMatrix (A B : Matrix n n ℝ) : Matrix (n ⊕ n) (n ⊕ n) ℝ :=
  fromBlocks A B (-B) (-A)
```

The number of independent zero modes is the dimension of a kernel, called `nullity`.

```lean
/-- The number of linearly independent zero modes of a real square matrix: the dimension of
its kernel. -/
noncomputable def nullity {m : Type*} [Fintype m] (M : Matrix m m ℝ) : ℕ :=
  finrank ℝ (LinearMap.ker M.mulVecLin)
```

## (a) Action on an amplitude pair

Show that
$$M(x,y)=(Ax+By,\,-Bx-Ay).$$

**Solution.** Multiply block by block. In Lean, `Sum.elim x y` is the pair $(x,y)$ and `*ᵥ` applies a matrix to a vector; `simp` carries out the block product.

```lean
omit [DecidableEq n] in
/-- The action of the RPA matrix on an amplitude pair `(x, y)`. -/
theorem rpaMatrix_mulVec (A B : Matrix n n ℝ) (x y : n → ℝ) :
    rpaMatrix A B *ᵥ Sum.elim x y =
      Sum.elim (A *ᵥ x + B *ᵥ y) (-(B *ᵥ x) - A *ᵥ y) := by
  simp [rpaMatrix, fromBlocks_mulVec, neg_mulVec, sub_eq_add_neg]
```

## (b) The shape of a zero mode

For invertible $A-B$, show that
$$M(x,y)=0\iff x=y\ \text{ and }\ (A+B)x=0.$$

**Solution.** Adding the equations $Ax+By=0$ and $-Bx-Ay=0$ gives $(A-B)(x-y)=0$, so $x=y$. The first equation then reads $(A+B)x=0$. Conversely, $M(x,x)=((A+B)x,-(A+B)x)=0$. The added equation is `h3` in the proof, and invertibility enters as a nonzero determinant.

```lean
/-- If `A - B` is invertible, the zero modes of the RPA matrix are exactly the pairs `(x, x)`
with `x` in the kernel of `A + B`. -/
theorem zero_mode_iff (A B : Matrix n n ℝ) (hS : (A - B).det ≠ 0) (x y : n → ℝ) :
    rpaMatrix A B *ᵥ Sum.elim x y = 0 ↔ x = y ∧ (A + B) *ᵥ x = 0 := by
  rw [rpaMatrix_mulVec]
  constructor
  · intro h
    have h1 : A *ᵥ x + B *ᵥ y = 0 := funext fun i => congrFun h (Sum.inl i)
    have h2 : -(B *ᵥ x) - A *ᵥ y = 0 := funext fun i => congrFun h (Sum.inr i)
    -- the sum of the two equations involves only the difference of the amplitudes
    have h3 : (A - B) *ᵥ (x - y) = 0 := by
      calc (A - B) *ᵥ (x - y) = (A *ᵥ x + B *ᵥ y) + (-(B *ᵥ x) - A *ᵥ y) := by
            rw [sub_mulVec, mulVec_sub, mulVec_sub]; abel
        _ = 0 := by rw [h1, h2, add_zero]
    have hxy : x = y := sub_eq_zero.mp (Matrix.eq_zero_of_mulVec_eq_zero hS h3)
    subst hxy
    exact ⟨rfl, by rw [add_mulVec]; exact h1⟩
  · rintro ⟨rfl, h⟩
    rw [add_mulVec] at h
    have h2 : -(B *ᵥ x) - A *ᵥ x = 0 := by
      rw [← neg_zero, ← h]; abel
    rw [h, h2]
    ext (i | i) <;> rfl
```

## (c) The number of zero modes

Under the same hypothesis, show that
$$\dim\ker M=\dim\ker(A+B).$$

**Solution.** The map $D:x\mapsto(x,x)$ is linear and injective. By (b), it carries $\ker(A+B)$ onto $\ker M$, so the dimensions agree. The Lean proof establishes this equality of subspaces as `hker` and then compares dimensions.

```lean
/-- If `A - B` is invertible, the RPA matrix has as many independent zero modes as `A + B`. -/
theorem nullity_rpaMatrix (A B : Matrix n n ℝ) (hS : (A - B).det ≠ 0) :
    nullity (rpaMatrix A B) = nullity (A + B) := by
  let D : (n → ℝ) →ₗ[ℝ] (n ⊕ n → ℝ) :=
    { toFun := fun x => Sum.elim x x
      map_add' := by intro x y; ext (i | i) <;> rfl
      map_smul' := by intro c x; ext (i | i) <;> rfl }
  have hD : Function.Injective D := fun x y h => funext fun i => congrFun h (Sum.inl i)
  have hker : LinearMap.ker (rpaMatrix A B).mulVecLin =
      (LinearMap.ker (A + B).mulVecLin).map D := by
    ext z
    obtain ⟨x, y, rfl⟩ : ∃ x y : n → ℝ, z = Sum.elim x y :=
      ⟨z ∘ Sum.inl, z ∘ Sum.inr, (Sum.elim_comp_inl_inr z).symm⟩
    rw [LinearMap.mem_ker, mulVecLin_apply, zero_mode_iff A B hS, Submodule.mem_map]
    constructor
    · rintro ⟨rfl, h⟩
      exact ⟨x, h, rfl⟩
    · rintro ⟨v, hv, h⟩
      have hx : v = x := funext fun i => congrFun h (Sum.inl i)
      have hy : v = y := funext fun i => congrFun h (Sum.inr i)
      exact ⟨hx.symm.trans hy, hx ▸ hv⟩
  unfold nullity
  rw [hker]
  exact (Submodule.equivMapOfInjective D hD _).finrank_eq.symm
```

## (d) The conjugate partner

Let $(A+B)x=0$ and $(A-B)z=x$. Show that
$$M(z,-z)=(x,x),\qquad M^2(z,-z)=0.$$

**Solution.** By (a), $M(z,-z)=(Az-Bz,\,-Bz+Az)=(x,x)$. Applying $M$ again gives $((A+B)x,-(A+B)x)=0$. The theorem takes $z$ as given; for invertible $A-B$ it is $(A-B)^{-1}x$. If $x\neq0$, this is the two-step chain of the opening example.

```lean
omit [DecidableEq n] in
/-- If `(A + B) x = 0` and `(A - B) z = x`, the RPA matrix sends the conjugate pair `(z, -z)`
to the zero mode `(x, x)`, and a second application gives zero. -/
theorem conjugate_partner (A B : Matrix n n ℝ) (x z : n → ℝ)
    (hx : (A + B) *ᵥ x = 0) (hz : (A - B) *ᵥ z = x) :
    rpaMatrix A B *ᵥ Sum.elim z (-z) = Sum.elim x x ∧
      rpaMatrix A B *ᵥ (rpaMatrix A B *ᵥ Sum.elim z (-z)) = 0 := by
  have h1 : rpaMatrix A B *ᵥ Sum.elim z (-z) = Sum.elim x x := by
    rw [rpaMatrix_mulVec, ← hz, sub_mulVec, mulVec_neg, mulVec_neg]
    congr 1
    abel
  refine ⟨h1, ?_⟩
  rw [add_mulVec] at hx
  have h2 : -(B *ᵥ x) - A *ᵥ x = 0 := by
    rw [← neg_zero, ← hx]; abel
  rw [h1, rpaMatrix_mulVec, hx, h2]
  ext (i | i) <;> rfl
```

## (e) Reduction to half the size

For any real square $A$ and $B$ of equal size, show that
$$\det(\omega-M)=\det\!\big(\omega^2-(A-B)(A+B)\big).$$

**Solution.** Write $S=A-B$, $K=A+B$ and $T=\begin{pmatrix}1&1\\1&-1\end{pmatrix}$ in blocks. Taking sums and differences of rows gives
$$T(\omega-M)=\begin{pmatrix}\omega&-S\\-K&\omega\end{pmatrix}T .$$
Since $\det T=(-2)^N\neq0$, the middle matrix has determinant $\det(\omega-M)$. Next,
$$\begin{pmatrix}\omega&-S\\-K&\omega\end{pmatrix}\begin{pmatrix}\omega&0\\K&1\end{pmatrix}=\begin{pmatrix}\omega^2-SK&-S\\0&\omega\end{pmatrix}.$$
Taking determinants and cancelling $\omega^N$ proves the identity for $\omega\ne0$. Two polynomials that agree at infinitely many points are equal, so it also holds at $\omega=0$.

In the proof, `h1` is the first matrix identity and `h2` the elimination. The expression `.comp (X ^ 2)` substitutes $\omega^2$ for the variable.

```lean
/-- The characteristic polynomial of the RPA matrix at `ω` is that of the half-size product
`(A - B)(A + B)` at `ω²`. -/
theorem charpoly_rpaMatrix (A B : Matrix n n ℝ) :
    (rpaMatrix A B).charpoly = ((A - B) * (A + B)).charpoly.comp (X ^ 2) := by
  have hs : ∀ t : ℝ, Matrix.scalar n t = t • (1 : Matrix n n ℝ) := by
    intro t; ext i j; simp [Matrix.scalar_apply, diagonal_apply, one_apply]
  -- elimination in the off-diagonal block form
  have h2 : ∀ (S K : Matrix n n ℝ) (t : ℝ), t ≠ 0 →
      (fromBlocks (t • 1) (-S) (-K) (t • 1)).det = (t ^ 2 • 1 - S * K).det := by
    intro S K t ht
    have h : fromBlocks (t • 1) (-S) (-K) (t • 1) * fromBlocks (t • 1) 0 K 1 =
        fromBlocks (t ^ 2 • 1 - S * K) (-S) 0 (t • (1 : Matrix n n ℝ)) := by
      rw [fromBlocks_multiply, fromBlocks_inj]
      refine ⟨?_, ?_, ?_, ?_⟩ <;> simp [pow_two, smul_smul, sub_eq_add_neg]
    have hd := congrArg Matrix.det h
    rw [det_mul, det_fromBlocks_zero₁₂, det_fromBlocks_zero₂₁, det_one, mul_one] at hd
    have h0 : (t • (1 : Matrix n n ℝ)).det ≠ 0 := by
      rw [det_smul, det_one, mul_one]; exact pow_ne_zero _ ht
    exact mul_right_cancel₀ h0 hd
  -- it suffices to compare values at nonzero frequencies
  refine Polynomial.eq_of_infinite_eval_eq _ _
    ((Set.finite_singleton (0 : ℝ)).infinite_compl.mono ?_)
  intro t ht
  have ht0 : t ≠ 0 := ht
  have hM : Matrix.scalar (n ⊕ n) t - rpaMatrix A B =
      fromBlocks (t • 1 - A) (-B) B (t • 1 + A) := by
    ext (i | i) (j | j) <;>
      simp [rpaMatrix, Matrix.scalar_apply, diagonal_apply, one_apply]
  -- sums and differences of amplitudes bring the matrix to off-diagonal form
  have h1 : fromBlocks 1 1 1 (-1) * fromBlocks (t • 1 - A) (-B) B (t • 1 + A) =
      fromBlocks (t • 1) (-(A - B)) (-(A + B)) (t • 1) *
        fromBlocks 1 1 1 (-1 : Matrix n n ℝ) := by
    rw [fromBlocks_multiply, fromBlocks_multiply, fromBlocks_inj]
    refine ⟨?_, ?_, ?_, ?_⟩ <;> simp only [one_mul, mul_one, neg_mul, mul_neg] <;> abel
  have hT : (fromBlocks (1 : Matrix n n ℝ) 1 1 (-1 : Matrix n n ℝ)).det ≠ 0 := by
    have h : (-1 - 1 * 1 : Matrix n n ℝ) = (-2 : ℝ) • 1 := by
      rw [mul_one]; module
    rw [det_fromBlocks_one₁₁, h, det_smul, det_one, mul_one]
    exact pow_ne_zero _ (by norm_num)
  have hd := congrArg Matrix.det h1
  rw [det_mul, det_mul, mul_comm] at hd
  change eval t _ = eval t _
  rw [eval_comp, eval_pow, eval_X, Matrix.eval_charpoly, Matrix.eval_charpoly, hM, hs,
    mul_right_cancel₀ hT hd, h2 _ _ t ht0]
```

## (f) Real squared frequencies

Let $A,B$ be symmetric, $A-B$ positive definite and $r=\dim\ker(A+B)$. Find real numbers $w_i$ with
$$\det(\omega-M)=\prod_i(\omega^2-w_i),\qquad \#\{i:w_i=0\}=r.$$

**Solution.** Diagonalise $S=U\,\mathrm{diag}(s_i)\,U^T$ with $U$ orthogonal and all $s_i>0$. Put $L=\mathrm{diag}(\sqrt{s_i})\,U^T$, so that $S=L^TL$ with $L$ invertible. Since $PQ$ and $QP$ have the same characteristic polynomial for square $P,Q$, the product $SK=L^T(LK)$ shares its polynomial with $H=LKL^T$. This matrix is symmetric, so its eigenvalues $w_i$ are real, and (e) gives the product. Multiplication by invertible matrices preserves rank, hence the number of zero $w_i$ is $N-\operatorname{rank}H=N-\operatorname{rank}K=r$.

Lean writes $L^T$ as `Lᴴ`, the same thing for real matrices. The swap is `Matrix.charpoly_mul_comm`, and `omega` finishes the rank count. Nothing requires $A+B$ to be positive semidefinite: a negative $w_i$ gives an imaginary pair of frequencies and leaves the count at zero unchanged.

```lean
/-- For symmetric `A`, `B` with `A - B` positive definite, the characteristic polynomial of the RPA
matrix is a product of factors `ω² - wᵢ` with real `wᵢ`, and the number of vanishing `wᵢ` is the
dimension of the kernel of `A + B`. -/
theorem charpoly_factorization (A B : Matrix n n ℝ) (hA : A.IsSymm) (hB : B.IsSymm)
    (hS : (A - B).PosDef) :
    ∃ w : n → ℝ, (rpaMatrix A B).charpoly = ∏ i, (X ^ 2 - C (w i)) ∧
      Fintype.card {i // w i = 0} = nullity (A + B) := by
  -- factor `A - B` through the square roots of its eigenvalues
  obtain ⟨L, hL⟩ : ∃ L : Matrix n n ℝ, A - B = Lᴴ * L := by
    have hh := hS.isHermitian
    have hsp : A - B = (hh.eigenvectorUnitary : Matrix n n ℝ) * diagonal hh.eigenvalues *
        star (hh.eigenvectorUnitary : Matrix n n ℝ) := hh.spectral_theorem
    have hd : diagonal hh.eigenvalues = diagonal (fun i => Real.sqrt (hh.eigenvalues i)) *
        diagonal (fun i => Real.sqrt (hh.eigenvalues i)) := by
      rw [diagonal_mul_diagonal]
      congr 1
      funext i
      exact (Real.mul_self_sqrt (hS.eigenvalues_pos i).le).symm
    refine ⟨diagonal (fun i => Real.sqrt (hh.eigenvalues i)) *
      star (hh.eigenvectorUnitary : Matrix n n ℝ), hsp.trans ?_⟩
    have hD : (diagonal (fun i => Real.sqrt (hh.eigenvalues i)))ᴴ =
        diagonal (fun i => Real.sqrt (hh.eigenvalues i)) := by
      rw [conjTranspose_eq_transpose_of_trivial, diagonal_transpose]
    rw [hd, star_eq_conjTranspose, conjTranspose_mul, conjTranspose_conjTranspose, hD]
    simp only [Matrix.mul_assoc]
  have hdet : Lᴴ.det * L.det ≠ 0 := by
    rw [← det_mul, ← hL]; exact hS.det_pos.ne'
  have hK : (A + B)ᴴ = A + B := by
    rw [conjTranspose_eq_transpose_of_trivial, transpose_add, hA.eq, hB.eq]
  -- the symmetric half-size problem
  have hH : (L * (A + B) * Lᴴ).IsHermitian := by
    rw [Matrix.IsHermitian, conjTranspose_mul, conjTranspose_mul, hK,
      conjTranspose_conjTranspose, Matrix.mul_assoc]
  have hc : (L * (A + B) * Lᴴ).charpoly = ∏ i, (X - C (hH.eigenvalues i)) := hH.charpoly_eq
  refine ⟨hH.eigenvalues, ?_, ?_⟩
  · rw [charpoly_rpaMatrix, hL, Matrix.mul_assoc Lᴴ L (A + B), Matrix.charpoly_mul_comm, hc,
      Polynomial.prod_comp]
    simp
  · -- congruence with an invertible matrix preserves the rank
    have hr : (L * (A + B) * Lᴴ).rank = (A + B).rank := by
      rw [rank_mul_eq_left_of_isUnit_det _ _ (left_ne_zero_of_mul hdet).isUnit,
        rank_mul_eq_right_of_isUnit_det _ _ (right_ne_zero_of_mul hdet).isUnit]
    have h1 := hH.rank_eq_card_non_zero_eigs
    have h2 : Fintype.card {i // hH.eigenvalues i ≠ 0} =
        Fintype.card n - Fintype.card {i // hH.eigenvalues i = 0} :=
      Fintype.card_subtype_compl (fun i => hH.eigenvalues i = 0)
    have h3 := Fintype.card_subtype_le (fun i => hH.eigenvalues i = 0)
    have h4 : (A + B).rank + nullity (A + B) = Fintype.card n := by
      have h := LinearMap.finrank_range_add_finrank_ker (A + B).mulVecLin
      rwa [Module.finrank_fintype_fun_eq_card] at h
    omega
```

## (g) The multiplicity of zero

Under the hypotheses of (f), show that
$$\dim\ker M=r,\qquad \operatorname{mult}_{\omega=0}\det(\omega-M)=2r.$$

**Solution.** The first equation is (c), because a positive definite matrix is invertible. For the second, multiplicities add over the factors in (f). A factor with $w_i=0$ is $\omega^2$ and contributes two; any other factor is nonzero at $\omega=0$ and contributes nothing. In Lean, `key` proves this sum by induction over the factors.

For a finite RPA or linear-response TDDFT problem with real symmetric, frequency-independent $A$ and $B$ and positive definite $A-B$, a list of eigenvalues repeated by algebraic multiplicity therefore contains $2r$ zeros for $r$ independent zero modes. That a given mean-field state yields matrices with these properties is an input here. A counter-example is a nonrelativistic unrestricted Hartree–Fock state with real orbitals, spin-polarised along $z$, without a magnetic field and with spin-flip excitations included. The spin rotation generated by $S_x$ is then an imaginary orbital rotation that costs no energy, so $A-B$ is singular.

```lean
/-- Zero-mode counting: for symmetric `A`, `B` with `A - B` positive definite, the kernel of the
RPA matrix has the dimension `r` of the kernel of `A + B`, while zero is a root of its
characteristic polynomial with multiplicity `2r`. -/
theorem zero_mode_counting (A B : Matrix n n ℝ) (hA : A.IsSymm) (hB : B.IsSymm)
    (hS : (A - B).PosDef) :
    nullity (rpaMatrix A B) = nullity (A + B) ∧
      (rpaMatrix A B).charpoly.rootMultiplicity 0 = 2 * nullity (A + B) := by
  refine ⟨nullity_rpaMatrix A B hS.det_pos.ne', ?_⟩
  obtain ⟨w, hw, hcard⟩ := charpoly_factorization A B hA hB hS
  -- each vanishing squared frequency contributes a double root
  have key : ∀ s : Finset n, (∏ i ∈ s, (X ^ 2 - C (w i))).rootMultiplicity 0 =
      ∑ i ∈ s, if w i = 0 then 2 else 0 := by
    intro s
    induction s using Finset.induction_on with
    | empty => exact rootMultiplicity_eq_zero (by simp [IsRoot])
    | insert a s ha ih =>
      have hm : ∀ i, (X ^ 2 - C (w i)).Monic := fun i => monic_X_pow_sub_C _ two_ne_zero
      rw [Finset.prod_insert ha, Finset.sum_insert ha, rootMultiplicity_mul
        (mul_ne_zero (hm a).ne_zero (monic_prod_of_monic s _ fun i _ => hm i).ne_zero), ih]
      congr 1
      by_cases h : w a = 0
      · rw [if_pos h, h, show (X ^ 2 - C 0 : ℝ[X]) = (X - C 0) ^ 2 by simp]
        exact rootMultiplicity_X_sub_C_pow 0 2
      · rw [if_neg h]
        exact rootMultiplicity_eq_zero (by simp [IsRoot, h])
  rw [hw, key, ← hcard, Fintype.card_subtype, ← Finset.sum_filter, Finset.sum_const,
    smul_eq_mul, mul_comm]
```

## (h) Invertible but indefinite A − B

Replace positive definiteness of $A-B$ by mere invertibility. For two excitations with
$$A=\begin{pmatrix}1&1\\1&0\end{pmatrix},\qquad B=\begin{pmatrix}1&-1\\-1&0\end{pmatrix},$$
show that there is one zero mode, yet
$$\det(\omega-M)=\omega^4.$$

**Solution.** Here $A-B=\begin{pmatrix}0&2\\2&0\end{pmatrix}$ has eigenvalues $\pm2$, and $A+B=\mathrm{diag}(2,0)$ has a kernel spanned by $(0,1)$. By (c), $M$ has one zero mode. The product $(A-B)(A+B)=\begin{pmatrix}0&0\\4&0\end{pmatrix}$ has characteristic polynomial $\lambda^2$, so (e) gives $\omega^4$. The multiplicity is four instead of two. The Lean proof computes the same product as `hP`.

```lean
/-- Invertibility of `A - B` alone does not make the multiplicity of zero twice the number of
independent zero modes: in this symmetric example with two excitations, `A - B` is invertible and
the kernels of `A + B` and of the RPA matrix are one-dimensional, yet zero is a fourfold root of the
characteristic polynomial of the RPA matrix. -/
theorem indefinite_example :
    let A : Matrix (Fin 2) (Fin 2) ℝ := !![1, 1; 1, 0]
    let B : Matrix (Fin 2) (Fin 2) ℝ := !![1, -1; -1, 0]
    (A - B).det ≠ 0 ∧ nullity (A + B) = 1 ∧ nullity (rpaMatrix A B) = 1 ∧
      (rpaMatrix A B).charpoly.rootMultiplicity 0 = 4 := by
  intro A B
  have hK : A + B = !![2, 0; 0, 0] := by
    ext i j; fin_cases i <;> fin_cases j <;> norm_num [A, B]
  have hS : A - B = !![0, 2; 2, 0] := by
    ext i j; fin_cases i <;> fin_cases j <;> norm_num [A, B]
  have hdet : (A - B).det ≠ 0 := by
    rw [hS, det_fin_two_of]; norm_num
  have hker : nullity (A + B) = 1 := by
    rw [hK]
    have hv : (![0, 1] : Fin 2 → ℝ) ∈
        LinearMap.ker (!![2, 0; 0, 0] : Matrix (Fin 2) (Fin 2) ℝ).mulVecLin := by
      rw [LinearMap.mem_ker, mulVecLin_apply]
      ext i; fin_cases i <;> simp [mulVec, dotProduct, Fin.sum_univ_succ]
    refine finrank_eq_one (⟨![0, 1], hv⟩ : LinearMap.ker _) ?_ ?_
    · intro h
      have h1 := congrFun (congrArg Subtype.val h) 1
      simp at h1
    · rintro ⟨u, hu⟩
      rw [LinearMap.mem_ker, mulVecLin_apply] at hu
      have h0 : u 0 = 0 := by
        have h := congrFun hu 0
        simpa [mulVec, dotProduct, Fin.sum_univ_succ] using h
      refine ⟨u 1, Subtype.ext ?_⟩
      ext i; fin_cases i <;> simp [h0]
  refine ⟨hdet, hker, (nullity_rpaMatrix A B hdet).trans hker, ?_⟩
  -- the half-size product is nilpotent
  have hP : (A - B) * (A + B) = !![0, 0; 4, 0] := by
    rw [hS, hK]
    ext i j; fin_cases i <;> fin_cases j <;> norm_num [Matrix.mul_apply, Fin.sum_univ_succ]
  have hc : (rpaMatrix A B).charpoly = (X - C 0) ^ 4 := by
    rw [charpoly_rpaMatrix, hP, Matrix.charpoly_fin_two, trace_fin_two_of, det_fin_two_of]
    simp [← pow_mul]
  rw [hc]
  exact rootMultiplicity_X_sub_C_pow 0 4

end RPAZeroModes
```

```lean
#print axioms RPAZeroModes.conjugate_partner
-- 'RPAZeroModes.conjugate_partner' depends on axioms: [propext, Classical.choice, Quot.sound]
#print axioms RPAZeroModes.zero_mode_counting
-- 'RPAZeroModes.zero_mode_counting' depends on axioms: [propext, Classical.choice, Quot.sound]
#print axioms RPAZeroModes.indefinite_example
-- 'RPAZeroModes.indefinite_example' depends on axioms: [propext, Classical.choice, Quot.sound]
```
